# A finite chain matrix with 1 on the diagonal and `-a` just above it has an upper triangular inverse with entries `a ^ (j - i)`

The theorem concerns a finite open chain of `n` sites with one-way coupling, described by a matrix with 1 on the diagonal, `-a` just above it and zeros elsewhere, where `a` is any complex number. It states that this matrix, multiplied on the right by the upper triangular matrix with entries `a ^ (j - i)` for `j ≥ i` and zeros below the diagonal, gives the identity. The proof works entry by entry: row `i` of the chain matrix involves only site `i` and, if there is one, site `i + 1`, so each sum reduces to at most two terms. It then treats the last row separately, and in the other rows compares `i` with `j`.

As first written in Lean, the proof fails:

```lean
import Mathlib

open Filter Topology

namespace ChainMatrixMulChainInverse

/-- The one-directional chain matrix: unit diagonal, entries `-a` just above the diagonal,
and zeros elsewhere. -/
def chainMatrix (n : ℕ) (a : ℂ) : Matrix (Fin n) (Fin n) ℂ :=
  Matrix.of fun i j => if i = j then 1 else if (i : ℕ) + 1 = j then -a else 0

/-- The upper triangular matrix with entries `a ^ (j - i)` for `j ≥ i` and zeros below the
diagonal. -/
def chainInverse (n : ℕ) (a : ℂ) : Matrix (Fin n) (Fin n) ℂ :=
  Matrix.of fun i j => if (i : ℕ) ≤ j then a ^ ((j : ℕ) - i) else 0

/-- The chain matrix times the upper triangular matrix of powers of `a` is the identity. -/
theorem chainMatrix_mul_chainInverse (n : ℕ) (a : ℂ) :
    chainMatrix n a * chainInverse n a = 1 := by
  ext i j
  rw [Matrix.mul_apply]
  -- row `i` only sees the sites `i` and `i + 1`
  have split : ∀ k : Fin n, chainMatrix n a i k * chainInverse n a k j =
      (if k = i then chainInverse n a i j else 0) -
        (if (i : ℕ) + 1 = k then a * chainInverse n a k j else 0) := by
    intro k
    by_cases h1 : k = i
    · subst h1
      simp [chainMatrix]
    · have h1' : i ≠ k := fun h => h1 h.symm
      by_cases h2 : (i : ℕ) + 1 = k <;> simp [chainMatrix, h1, h1', h2]
  simp only [split, Finset.sum_sub_distrib, Finset.sum_ite_eq', Finset.mem_univ, if_true]
  by_cases h : (i : ℕ) + 1 < n
  · have hs : ∑ k : Fin n, (if (i : ℕ) + 1 = k then a * chainInverse n a k j else 0) =
        a * chainInverse n a ⟨(i : ℕ) + 1, h⟩ j := by
      rw [Finset.sum_eq_single (⟨(i : ℕ) + 1, h⟩ : Fin n)]
      · simp
      · intro k _ hk
        rw [if_neg]
        intro e
        exact hk (Fin.ext e.symm)
      · simp
    rw [hs]
    rcases lt_trichotomy (i : ℕ) j with hij | hij | hij
    · -- above the diagonal the two contributions cancel
      have hne : i ≠ j := fun e => by rw [e] at hij; omega
      have e : (j : ℕ) - i = ((j : ℕ) - (i + 1)) + 1 := by omega
      rw [Matrix.one_apply_ne hne]
      simp only [chainInverse, Matrix.of_apply]
      rw [if_pos (show (i : ℕ) ≤ j by omega), if_pos (show (i : ℕ) + 1 ≤ j by omega),
        e, pow_succ]
      ring
    · have hEq : i = j := Fin.ext hij
      subst hEq
      simp [chainInverse]
    · have hne : i ≠ j := fun e => by rw [e] at hij; omega
      rw [Matrix.one_apply_ne hne]
      simp only [chainInverse, Matrix.of_apply]
      rw [if_neg (show ¬ (i : ℕ) ≤ j by omega), if_neg (show ¬ (i : ℕ) + 1 ≤ j by omega)]
      ring
  · -- the last row has no neighbour to the right
    have hs : ∑ k : Fin n, (if (i : ℕ) + 1 = k then a * chainInverse n a k j else 0) = 0 := by
      refine Finset.sum_eq_zero fun k _ => ?_
      have hk := k.isLt
      exact if_neg (by omega)
    rw [hs, sub_zero]
    by_cases hij : i = j
    · subst hij
      simp [chainInverse]
    · have hv : (i : ℕ) ≠ j := fun e => hij (Fin.ext e)
      have hj := j.isLt
      rw [Matrix.one_apply_ne hij]
      simp only [chainInverse, Matrix.of_apply]
      exact if_neg (by omega)

end ChainMatrixMulChainInverse
```

Messages:

```
Main.lean:53:4: error: unsolved goals
case pos.inr.inl
n : ℕ
a : ℂ
i : Fin n
h : ↑i + 1 < n
split :
  ∀ (k : Fin n),
    chainMatrix n a i k * chainInverse n a k i =
      (if k = i then chainInverse n a i i else 0) - if ↑i + 1 = ↑k then a * chainInverse n a k i else 0
hs : (∑ k, if ↑i + 1 = ↑k then a * chainInverse n a k i else 0) = a * chainInverse n a ⟨↑i + 1, h⟩ i
hij : ↑i = ↑i
⊢ ⟨↑i + 1, h⟩ ≤ i → a = 0
```

The repair, with which the file compiles:

```diff
@@ -53,5 +53,10 @@
     · have hEq : i = j := Fin.ext hij
       subst hEq
-      simp [chainInverse]
+      have g1 : chainInverse n a i i = 1 := by simp [chainInverse]
+      have g2 : chainInverse n a ⟨(i : ℕ) + 1, h⟩ i = 0 := by
+        unfold chainInverse
+        rw [Matrix.of_apply]
+        exact if_neg (Nat.not_succ_le_self (i : ℕ))
+      rw [g1, g2, Matrix.one_apply_eq, mul_zero, sub_zero]
     · have hne : i ≠ j := fun e => by rw [e] at hij; omega
       rw [Matrix.one_apply_ne hne]
```

The error is in the diagonal case `i = j`, for a row that is not the last. There the second term contains the entry of `chainInverse` at row `i + 1`, column `i`, which is zero because it lies below the diagonal.

`simp [chainInverse]` did not get that far. The condition in the definition compares natural numbers, and here it amounts to `i + 1 ≤ i`, which is plainly false. In the goal that is left, it has become an inequality between elements of `Fin n`, `⟨↑i + 1, h⟩ ≤ i`, which `simp` did not refute. So it left the implication that this inequality would force `a = 0`. The implication is true, since its premise is false, but it was still unproved.

The repair computes the two entries separately. `g1` says the diagonal entry is 1, which `simp` can prove. `g2` says the entry below the diagonal is 0: it unfolds the definition without `simp`, so the condition stays in the natural numbers, and `Nat.not_succ_le_self` refutes it. The final `rw` puts in both values and reduces the goal to `1 = 1`, which it closes.
